# A cut-off contact interaction tuned to scattering length a > 0 has one binding momentum for each cutoff above π/(2a), and it tends to 1/a

The bare coupling is treated here as a function of the cutoff, chosen so that the scattering length keeps a prescribed value. A bound state is represented by a positive solution $q$ of the bound-state equation, not by an eigenvector of a Hamiltonian. That equation and the tuning condition both come from the two-body problem, and they enter the Lean file as definitions.

The problem concerns two particles of reduced mass $\mu$ in three dimensions, with $\hbar=1$. They interact through a contact potential of strength $g$ that acts only on relative momenta $k$ below a cutoff $M$. A bound state of energy $-q^2/(2\mu)$ requires

$$\frac1g=-\int_{k<M}\frac{d^3k}{(2\pi)^3}\,\frac{2\mu}{k^2+q^2}
=-\frac{\mu}{\pi^2}\int_0^M\frac{k^2}{k^2+q^2}\,dk .$$

At zero energy the scattering amplitude is fixed by the scattering length $a$:

$$\frac{\mu}{2\pi a}=\frac1g+\int_{k<M}\frac{d^3k}{(2\pi)^3}\,\frac{2\mu}{k^2}=\frac1g+\frac{\mu M}{\pi^2}.$$

Multiplying both conditions by $\pi^2/\mu$ removes the constants. In Lean, `a`, `M` and `q` are then plain real numbers.

```lean
import Mathlib

open Real Filter Topology

namespace ContactCutoff

noncomputable section
```

## The loop integral and the tuned coupling

The bound-state condition contains the integral

$$L(M,q)=\int_0^M\frac{k^2}{k^2+q^2}\,dk .$$

```lean
/-- The loop integral of a contact interaction at binding momentum `q`, cut off at momentum `M`. -/
def loop (M q : ℝ) : ℝ := ∫ k in (0 : ℝ)..M, k ^ 2 / (k ^ 2 + q ^ 2)
```

The zero-energy condition gives the rescaled inverse coupling

$$\frac{\pi^2}{\mu g}=\frac{\pi}{2a}-M .$$

It is negative, meaning that the bare interaction is attractive, exactly when $M>\pi/(2a)$.

```lean
/-- The inverse bare coupling at cutoff `M` tuned to the scattering length `a`, in units that
absorb the reduced mass and a factor `π ^ 2`. -/
def inverseCoupling (a M : ℝ) : ℝ := π / (2 * a) - M
```

A binding momentum is a number $q>0$ with

$$\frac{\pi}{2a}-M=-L(M,q).$$

The predicate `IsBindingMomentum a M q` consists of these two requirements.

```lean
/-- `q` is a binding momentum: it is positive and solves the bound-state equation of the
cut-off contact interaction with the tuned coupling. -/
def IsBindingMomentum (a M q : ℝ) : Prop :=
  0 < q ∧ inverseCoupling a M = -loop M q
```

## The linear divergence cancels

For $q>0$ the integrand has an elementary antiderivative:

$$\frac{d}{dk}\Bigl[k-q\arctan\frac kq\Bigr]=1-\frac{1}{1+k^2/q^2}=\frac{k^2}{k^2+q^2}.$$

It vanishes at $k=0$, so

$$L(M,q)=M-q\arctan\frac Mq .$$

```lean
/-- The loop integral is a linearly divergent term minus `q arctan (M / q)`. -/
theorem loop_eq {q : ℝ} (hq : 0 < q) (M : ℝ) : loop M q = M - q * arctan (M / q) := by
  have hd : ∀ k : ℝ, HasDerivAt (fun k : ℝ => k - q * arctan (k / q))
      (k ^ 2 / (k ^ 2 + q ^ 2)) k := by
    intro k
    have h1 : HasDerivAt (fun k : ℝ => k / q) (1 / q) k := (hasDerivAt_id' k).div_const q
    refine ((hasDerivAt_id' k).fun_sub (h1.arctan.const_mul q)).congr_deriv ?_
    have h0 : k ^ 2 + q ^ 2 ≠ 0 := by positivity
    have e : 1 + (k / q) ^ 2 = (k ^ 2 + q ^ 2) / q ^ 2 := by
      rw [div_pow, eq_div_iff (by positivity), add_mul, div_mul_cancel₀ _ (by positivity)]
      ring
    rw [e]
    field_simp
    ring
  have hc : Continuous (fun k : ℝ => k ^ 2 / (k ^ 2 + q ^ 2)) :=
    Continuous.div (by fun_prop) (by fun_prop) (fun k => by positivity)
  unfold loop
  rw [intervalIntegral.integral_eq_sub_of_hasDerivAt (fun k _ => hd k)
    (hc.intervalIntegrable _ _)]
  simp
```

In the proof, `hd` is the derivative just computed and `hc` is the continuity of the integrand. The fundamental theorem of calculus combines them.

Inserting the result into the bound-state condition gives $\pi/(2a)-M=-M+q\arctan(M/q)$. The terms linear in $M$ drop out:

$$q\arctan\frac Mq=\frac{\pi}{2a}.$$

```lean
lemma binding_aux {a M q : ℝ} :
    IsBindingMomentum a M q ↔ 0 < q ∧ q * arctan (M / q) = π / (2 * a) := by
  unfold IsBindingMomentum inverseCoupling
  refine and_congr_right fun hq => ?_
  rw [loop_eq hq]
  constructor <;> intro h <;> linarith
```

Multiplication by $2/\pi$ turns this into the form that displays the inverse scattering length:

$$\frac1a=\frac2\pi\,q\arctan\frac Mq .$$

```lean
/-- The linear divergence cancels: the bound-state equation reads
`1 / a = (2 / π) q arctan (M / q)`. -/
theorem isBindingMomentum_iff {a M q : ℝ} :
    IsBindingMomentum a M q ↔ 0 < q ∧ 1 / a = 2 / π * q * arctan (M / q) := by
  rw [binding_aux]
  refine and_congr_right fun _ => ?_
  have hπ : 2 / π * (π / 2) = 1 := by
    have := pi_ne_zero
    field_simp
  have e : π / (2 * a) = π / 2 * (1 / a) := by ring
  rw [e]
  constructor <;> intro h
  · linear_combination (-(1 / a)) * hπ - 2 / π * h
  · linear_combination (-(π / 2)) * h - q * arctan (M / q) * hπ
```

The later proofs use the version with $\pi/(2a)$ on the right.

## Two bounds on the arctangent

Let $x>0$ and $\theta=\arctan x$, so that $0<\theta<\pi/2$ and $x=\tan\theta$. Since $\cos^2\theta=1/(1+x^2)$,

$$\frac{x}{1+x^2}=\tan\theta\cos^2\theta=\sin\theta\cos\theta\le\sin\theta<\theta<\tan\theta=x .$$

```lean
/-- Two-sided bounds on the arctangent of a positive number. -/
theorem arctan_bounds {x : ℝ} (hx : 0 < x) : x / (1 + x ^ 2) < arctan x ∧ arctan x < x := by
  have hy : 0 < arctan x := by
    have h := Real.arctan_strictMono hx
    rwa [Real.arctan_zero] at h
  have hc : 0 < cos (arctan x) := Real.cos_arctan_pos x
  have hs := Real.tan_mul_cos hc.ne'
  rw [Real.tan_arctan] at hs
  constructor
  · calc x / (1 + x ^ 2) = x * cos (arctan x) ^ 2 := by rw [Real.cos_sq_arctan]; ring
      _ = sin (arctan x) * cos (arctan x) := by rw [← hs]; ring
      _ ≤ sin (arctan x) * 1 :=
        mul_le_mul_of_nonneg_left (Real.cos_le_one _) (by rw [← hs]; positivity)
      _ < arctan x := by rw [mul_one]; exact Real.sin_lt hy
  · have h := Real.lt_tan hy (Real.arctan_lt_pi_div_two x)
    rwa [Real.tan_arctan] at h
```

The `calc` block follows this chain from the left as far as $\theta$. The remaining inequality, $\theta<\tan\theta$, is `Real.lt_tan`.

## At most one binding momentum

Write $f(q)=q\arctan(M/q)$ for fixed $M$. The inner derivative is $-M/q^2$, and the product rule gives

$$f'(q)=\arctan\frac Mq-\frac{M/q}{1+(M/q)^2}.$$

```lean
lemma hasDerivAt_aux (M : ℝ) {q : ℝ} (hq : 0 < q) :
    HasDerivAt (fun q : ℝ => q * arctan (M / q))
      (arctan (M / q) - M / q / (1 + (M / q) ^ 2)) q := by
  have h1 := (hasDerivAt_const q M).fun_div (hasDerivAt_id' q) hq.ne'
  refine ((hasDerivAt_id' q).fun_mul h1.arctan).congr_deriv ?_
  have hD : 1 + (M / q) ^ 2 ≠ 0 := by positivity
  generalize 1 + (M / q) ^ 2 = D at hD ⊢
  generalize arctan (M / q) = A
  field_simp
  ring
```

For $M>0$ the lower arctangent bound at $x=M/q$ says that $f'(q)>0$. Hence $f$ increases strictly on $q>0$ and takes the value $\pi/(2a)$ at most once.

```lean
/-- At fixed positive cutoff, `q arctan (M / q)` grows strictly with the binding momentum. -/
theorem strictMonoOn_binding {M : ℝ} (hM : 0 < M) :
    StrictMonoOn (fun q : ℝ => q * arctan (M / q)) (Set.Ioi 0) := by
  refine strictMonoOn_of_deriv_pos (convex_Ioi 0)
    (fun q hq => (hasDerivAt_aux M hq).continuousAt.continuousWithinAt) fun q hq => ?_
  rw [interior_Ioi] at hq
  have hq' : 0 < q := hq
  rw [(hasDerivAt_aux M hq').deriv]
  linarith [(arctan_bounds (div_pos hM hq')).1]
```

`Set.Ioi 0` is the open half-line of positive momenta. The final `linarith` is the inequality $f'(q)>0$.

## A bound state exists exactly above the threshold cutoff

Put $c=\pi/(2a)$. If a binding momentum exists, the upper arctangent bound gives

$$c=q\arctan\frac Mq<q\cdot\frac Mq=M .$$

Conversely, let $M>c$. At $q=1/a$ the function does not exceed the required value, because $f(1/a)\le\frac1a\cdot\frac\pi2=c$. At a large momentum $Q$ the lower bound gives

$$f(Q)\ge Q\,\frac{M/Q}{1+(M/Q)^2}=\frac{MQ^2}{Q^2+M^2}.$$

The right-hand side is at least $c$ when $(M-c)Q^2\ge cM^2$. This holds if $Q\ge1$ and $Q\ge cM^2/(M-c)$, since then $(M-c)Q^2\ge(M-c)Q\ge cM^2$. The choice

$$Q=\frac1a+1+\frac{cM^2}{M-c}$$

meets both conditions and lies above $1/a$. By continuity, $f$ takes the value $c$ somewhere between $1/a$ and $Q$.

```lean
/-- For positive scattering length, a bound state exists exactly when the cutoff exceeds
`π / (2 a)`. -/
theorem exists_binding_iff {a M : ℝ} (ha : 0 < a) (hM : 0 < M) :
    (∃ q, IsBindingMomentum a M q) ↔ π / (2 * a) < M := by
  constructor
  · rintro ⟨q, h⟩
    obtain ⟨hq, e⟩ := binding_aux.1 h
    calc π / (2 * a) = q * arctan (M / q) := e.symm
      _ < q * (M / q) := mul_lt_mul_of_pos_left (arctan_bounds (div_pos hM hq)).2 hq
      _ = M := by field_simp
  · intro h
    have hc : 0 < π / (2 * a) := by positivity
    have hlo : 1 / a * arctan (M / (1 / a)) ≤ π / (2 * a) := by
      calc 1 / a * arctan (M / (1 / a)) ≤ 1 / a * (π / 2) :=
            mul_le_mul_of_nonneg_left (Real.arctan_lt_pi_div_two _).le (by positivity)
        _ = π / (2 * a) := by ring
    have p1 : 0 < 1 / a := by positivity
    simp only [binding_aux]
    generalize π / (2 * a) = c at h hc hlo ⊢
    have hd : 0 < M - c := sub_pos.2 h
    have p2 : 0 ≤ c * M ^ 2 / (M - c) := by positivity
    -- a momentum large enough to overshoot the required value
    obtain ⟨Q, hQa, hQ1, hQ2⟩ : ∃ Q : ℝ, 1 / a ≤ Q ∧ 1 ≤ Q ∧ c * M ^ 2 / (M - c) ≤ Q :=
      ⟨1 / a + 1 + c * M ^ 2 / (M - c), by linarith, by linarith, by linarith⟩
    have hQ : 0 < Q := by linarith
    have hhi : c ≤ Q * arctan (M / Q) := by
      have h3 := (div_le_iff₀ hd).1 hQ2
      have h4 : 0 ≤ (M - c) * (Q * (Q - 1)) :=
        mul_nonneg hd.le (mul_nonneg hQ.le (by linarith))
      calc c ≤ M * Q ^ 2 / (Q ^ 2 + M ^ 2) := by
            rw [le_div_iff₀ (by positivity)]
            nlinarith
        _ = Q * (M / Q / (1 + (M / Q) ^ 2)) := by field_simp
        _ ≤ Q * arctan (M / Q) :=
            mul_le_mul_of_nonneg_left (arctan_bounds (div_pos hM hQ)).1.le hQ.le
    have hcont : ContinuousOn (fun q : ℝ => q * arctan (M / q)) (Set.Icc (1 / a) Q) :=
      fun q hq => (hasDerivAt_aux M (p1.trans_le hq.1)).continuousAt.continuousWithinAt
    obtain ⟨q, hq, e⟩ := intermediate_value_Icc hQa hcont ⟨hlo, hhi⟩
    exact ⟨q, p1.trans_le hq.1, e⟩
```

The facts `hlo` and `hhi` are the estimates at the two endpoints, and `intermediate_value_Icc` supplies the solution. The theorem assumes $a>0$ and $M>0$, and its equivalence also covers the threshold itself: at $M=\pi/(2a)$ there is no bound state.

## The error falls as 1/M

Let $a>0$, and let $q$ be a binding momentum at a cutoff $M\ge2/a$. Because $\arctan<\pi/2$,

$$\frac{\pi}{2a}=q\arctan\frac Mq<\frac\pi2\,q,\qquad\text{so}\qquad q>\frac1a .$$

An upper limit on $q$ comes from monotonicity. If $q$ were larger than $2/a$, then

$$f(q)>f\!\left(\frac2a\right)=\frac2a\arctan\frac{aM}{2}\ge\frac2a\cdot\frac\pi4=\frac{\pi}{2a},$$

which contradicts the bound-state equation. Hence $q\le2/a$.

The reflection $\arctan(M/q)=\pi/2-\arctan(q/M)$ now isolates the cutoff correction:

$$\frac\pi2\Bigl(q-\frac1a\Bigr)=q\arctan\frac qM<\frac{q^2}{M}\le\frac{4}{a^2M}.$$

Multiplying by $2/\pi$ gives

$$0<q-\frac1a\le\frac{8}{\pi a^2M}.$$

```lean
/-- For cutoffs `M ≥ 2 / a` the binding momentum lies above `1 / a`, by at most
`8 / (π a ^ 2 M)`. -/
theorem cutoff_error {a M q : ℝ} (ha : 0 < a) (hM : 2 / a ≤ M)
    (h : IsBindingMomentum a M q) :
    1 / a < q ∧ q - 1 / a ≤ 8 / (π * a ^ 2) * M⁻¹ := by
  obtain ⟨hq, e⟩ := binding_aux.1 h
  have h2a : 0 < 2 / a := by positivity
  have hM0 : 0 < M := h2a.trans_le hM
  have hc : π / (2 * a) = π / 2 * (1 / a) := by ring
  constructor
  · have h1 := mul_lt_mul_of_pos_left (Real.arctan_lt_pi_div_two (M / q)) hq
    exact lt_of_mul_lt_mul_left (a := π / 2) (by linarith) (by positivity)
  · -- monotonicity confines the binding momentum to `q ≤ 2 / a`
    have hq2 : q ≤ 2 / a := by
      by_contra hn
      have h1 : 2 / a * arctan (M / (2 / a)) < q * arctan (M / q) :=
        strictMonoOn_binding hM0 h2a hq (not_le.1 hn)
      have h2 : π / 4 ≤ arctan (M / (2 / a)) := by
        rw [← Real.arctan_one]
        exact Real.arctan_strictMono.monotone ((one_le_div h2a).2 hM)
      have h3 := mul_le_mul_of_nonneg_left h2 h2a.le
      have h4 : 2 / a * (π / 4) = π / (2 * a) := by ring
      linarith
    -- reflection of the arctangent isolates the cutoff correction
    have hr := Real.arctan_inv_of_pos (div_pos hq hM0)
    rw [inv_div] at hr
    rw [hr] at e
    have h5 := mul_lt_mul_of_pos_left (arctan_bounds (div_pos hq hM0)).2 hq
    have h6 : q * (q / M) ≤ 2 / a * (2 / a / M) := by gcongr
    have h7 : π / 2 * (q - 1 / a) ≤ 2 / a * (2 / a / M) := by linarith
    have hπ : 2 / π * (π / 2) = 1 := by
      have := pi_ne_zero
      field_simp
    calc q - 1 / a = 2 / π * (π / 2 * (q - 1 / a)) := by rw [← mul_assoc, hπ, one_mul]
      _ ≤ 2 / π * (2 / a * (2 / a / M)) := mul_le_mul_of_nonneg_left h7 (by positivity)
      _ = 8 / (π * a ^ 2) * M⁻¹ := by ring
```

Here `hq2` is the limit $q\le2/a$, `hr` is the reflection, and `h7` is the estimate before the multiplication by $2/\pi$. For a single pair in infinite space, with this sharp cutoff and the coupling tuned as above, the theorem bounds the relative deviation of the binding momentum from its limit $1/a$ by $8/(\pi aM)$ once $M\ge2/a$. Errors from a momentum grid or a finite volume are not included.

## Removing the cutoff

For each $M>\pi/(2a)$, existence and strict monotonicity together give exactly one binding momentum $q(M)$. Since $\pi<4$, every cutoff $M\ge2/a$ lies above the threshold, and there

$$\frac1a<q(M)\le\frac1a+\frac{8}{\pi a^2M}.$$

Both outer expressions tend to $1/a$ as $M\to\infty$, and therefore so does $q(M)$.

The Lean theorem states these results as two conjuncts. The first uses `∃!`, "there is exactly one". The second takes any function `q : ℝ → ℝ` whose value is a binding momentum at every cutoff above the threshold, and concludes `Tendsto q atTop (𝓝 (1 / a))`. The values of `q` at lower cutoffs are unrestricted and do not affect the limit.

```lean
/-- At fixed scattering length `a > 0`, every cutoff `M > π / (2 a)` gives exactly one binding
momentum, and it tends to `1 / a` as the cutoff is removed. -/
theorem cutoff_renormalisation {a : ℝ} (ha : 0 < a) :
    (∀ M, π / (2 * a) < M → ∃! q, IsBindingMomentum a M q) ∧
    ∀ q : ℝ → ℝ, (∀ M, π / (2 * a) < M → IsBindingMomentum a M (q M)) →
      Tendsto q atTop (𝓝 (1 / a)) := by
  constructor
  · intro M hM
    have hM0 : 0 < M := lt_trans (by positivity) hM
    obtain ⟨q, hq⟩ := (exists_binding_iff ha hM0).2 hM
    refine ⟨q, hq, fun p hp => ?_⟩
    obtain ⟨hq0, eq⟩ := binding_aux.1 hq
    obtain ⟨hp0, ep⟩ := binding_aux.1 hp
    exact (strictMonoOn_binding hM0).injOn hp0 hq0 (ep.trans eq.symm)
  · intro q hq
    have herr : ∀ M, 2 / a ≤ M → 1 / a < q M ∧ q M - 1 / a ≤ 8 / (π * a ^ 2) * M⁻¹ := by
      intro M hM
      refine cutoff_error ha hM (hq M (lt_of_lt_of_le ?_ hM))
      have h1 : 0 < (4 - π) * (1 / a) :=
        mul_pos (by linarith [Real.pi_lt_d2]) (by positivity)
      have h2 : 2 / a - π / (2 * a) = (4 - π) * (1 / a) / 2 := by ring
      linarith
    have hu := ((tendsto_inv_atTop_zero (𝕜 := ℝ)).const_mul (8 / (π * a ^ 2))).const_add (1 / a)
    rw [mul_zero, add_zero] at hu
    refine tendsto_of_tendsto_of_tendsto_of_le_of_le' tendsto_const_nhds hu ?_ ?_
    · filter_upwards [eventually_ge_atTop (2 / a)] with M hM
      exact (herr M hM).1.le
    · filter_upwards [eventually_ge_atTop (2 / a)] with M hM
      linarith [(herr M hM).2]

end

end ContactCutoff
```

In the proof, `injOn` turns strict monotonicity into uniqueness, `herr` collects the error bounds, and the squeeze theorem gives the limit.

The renormalisation established here concerns one observable, the two-body binding momentum at positive scattering length. At finite $M$ that momentum still depends on the cutoff; the dependence disappears only in the limit. Scattering at non-zero energy, the bound-state wave function and systems of more than two particles are not treated.

```lean
#print axioms ContactCutoff.isBindingMomentum_iff
-- 'ContactCutoff.isBindingMomentum_iff' depends on axioms: [propext, Classical.choice, Quot.sound]
#print axioms ContactCutoff.cutoff_renormalisation
-- 'ContactCutoff.cutoff_renormalisation' depends on axioms: [propext, Classical.choice, Quot.sound]
```
